# Two electrons on a sphere: second-order energy 4 ln 2 − 3 and a partial-wave error close to 1/(4(L+1)²)

A correlation energy computed with partial waves up to some cutoff \(L\) is often corrected by adding an estimate of what the missing waves would contribute. One common estimate is a power law in \(L\), specified by its power and its coefficient; a bound on what is left after the correction is useful as well. For two electrons confined to the surface of a sphere, with the couplings and excitation energies stated below taken as given, all three can be found exactly at second order in the Coulomb repulsion. The model can therefore test an extrapolation procedure, but its power and coefficient belong to this two-dimensional system and should not be carried over to atoms.

Atomic units are used throughout. The file works in ordinary real analysis, with Mathlib's infinite sums and limits.

```lean
import Mathlib

open Filter Topology Finset

namespace ElectronsOnSphere

noncomputable section
```

## Coupling, gap and shell energy

Let the sphere have radius \(R\), and let \(\theta\) be the angle between the two electrons as seen from its centre. The repulsion acts through the straight-line distance \(r_{12}=2R\sin(\theta/2)\), and for \(0<\theta<\pi\) it is

\[
\frac{1}{r_{12}}=\frac1R\sum_{l\ge 0}P_l(\cos\theta),
\]

where \(P_l\) are the Legendre polynomials. Without repulsion the ground state is uniform over the sphere for both electrons. The singlet S state with both electrons in shell \(l\) is, relative to the uniform state, \(\sqrt{2l+1}\,P_l(\cos\theta)\), which is normalised because the average of \(P_l^2\) over the sphere is \(1/(2l+1)\). The matrix element between the two states is therefore

\[
V_l=\frac{1}{R}\,\sqrt{2l+1}\,\frac{1}{2l+1}=\frac{1}{R\sqrt{2l+1}} .
\]

The file takes this value as a definition.

```lean
/-- Matrix element of the Coulomb repulsion, on a sphere of radius `R`, between the uniform
two-electron state and the singlet S state with both electrons in shell `l`. -/
def coupling (R : ℝ) (l : ℕ) : ℝ := 1 / (R * Real.sqrt (2 * l + 1))
```

An electron in shell \(l\) has kinetic energy \(l(l+1)/(2R^2)\). Lifting both electrons from shell 0 costs

\[
\Delta_l=\frac{l(l+1)}{R^2},
\]

which is also entered as a definition.

```lean
/-- Kinetic energy needed to lift both electrons from the uniform state to shell `l`. -/
def excitationEnergy (R : ℝ) (l : ℕ) : ℝ := (l : ℝ) * (l + 1) / R ^ 2
```

Second-order perturbation theory assigns to shell \(l\) the energy \(-V_l^2/\Delta_l\). This formula is the third input: the file contains no Hamiltonian from which it could be derived.

```lean
/-- Second-order energy contributed by shell `l`: minus the squared coupling divided by the
excitation energy. -/
def shellEnergy (R : ℝ) (l : ℕ) : ℝ := -(coupling R l) ^ 2 / excitationEnergy R l
```

The truncated energy \(E_L\) adds the shells \(1,\dots,L\). Lean's `range L` runs over \(k=0,\dots,L-1\), so the shell is \(l=k+1\). Shell 0 is the unperturbed state itself and never enters.

```lean
/-- Second-order energy with the partial waves `1, ..., L` included. -/
def truncatedEnergy (R : ℝ) (L : ℕ) : ℝ := ∑ k ∈ range L, shellEnergy R (k + 1)
```

The analysis concerns the numbers

\[
w_l=\frac{1}{l(l+1)(2l+1)}
\]

```lean
/-- The partial-wave weight `1 / (l (l + 1) (2 l + 1))`. -/
def weight (l : ℕ) : ℝ := 1 / ((l : ℝ) * (l + 1) * (2 * l + 1))
```

and their tails \(r_L=\sum_{l>L}w_l\), written in Lean as a sum over \(k\ge0\) with \(l=k+L+1\).

```lean
/-- The sum of the partial-wave weights over all `l > L`. -/
def remainder (L : ℕ) : ℝ := ∑' k : ℕ, weight (k + L + 1)
```

The radius cancels between the squared coupling and the gap:

\[
-\frac{V_l^2}{\Delta_l}=-\frac{1}{R^2(2l+1)}\cdot\frac{R^2}{l(l+1)}=-w_l .
\]

This needs only \(R\ne0\), the hypothesis `hR`; physically \(R>0\).

```lean
/-- Each shell from `l = 1` on contributes minus its partial-wave weight, whatever the radius
of the sphere. -/
theorem shellEnergy_succ {R : ℝ} (hR : R ≠ 0) (k : ℕ) :
    shellEnergy R (k + 1) = -weight (k + 1) := by
  unfold shellEnergy coupling excitationEnergy weight
  have hx : (0 : ℝ) < ((k + 1 : ℕ) : ℝ) := by positivity
  generalize ((k + 1 : ℕ) : ℝ) = x at hx ⊢
  have h1 : x + 1 ≠ 0 := by positivity
  have h2 : 2 * x + 1 ≠ 0 := by positivity
  have h0 : x ≠ 0 := hx.ne'
  rw [div_pow, mul_pow, Real.sq_sqrt (by positivity)]
  field_simp
```

The proof names the shell number `x`, replaces the squared square root by \(2x+1\), and leaves the cancellation to `field_simp`.

## The sum over all shells

Let \(H_n=\sum_{j=1}^n 1/j\), with \(H_0=0\). Partial fractions give

\[
w_l=\frac1l+\frac1{l+1}-\frac4{2l+1}.
\]

Summed over \(l=1,\dots,L\), the first two terms give \(H_L\) and \(H_L-1+\frac1{L+1}\). For the third, the reciprocals of the odd numbers from 3 to \(2L+1\) are needed:

\[
\sum_{l=1}^{L}\frac1{2l+1}=H_{2L}-\tfrac12H_L-1+\frac1{2L+1}.
\]

Collecting terms,

\[
S_L:=\sum_{l=1}^{L}w_l=3-4\,(H_{2L}-H_L)+\frac1{L+1}-\frac4{2L+1}.
\]

At \(L=0\) the right side is \(3+1-4=0\), as it should be.

```lean
/-- The weights of the first `L` partial waves sum to a closed form in harmonic numbers. -/
theorem sum_weight (L : ℕ) :
    ∑ k ∈ range L, weight (k + 1) =
      3 - 4 * ((harmonic (2 * L) : ℝ) - (harmonic L : ℝ))
        + 1 / ((L : ℝ) + 1) - 4 / (2 * (L : ℝ) + 1) := by
  induction L with
  | zero => norm_num [harmonic_zero]
  | succ n ih =>
    rw [sum_range_succ, ih, show 2 * (n + 1) = 2 * n + 1 + 1 from by ring,
      harmonic_succ, harmonic_succ, harmonic_succ]
    simp only [weight]
    push_cast
    field_simp
    ring
```

Lean verifies the closed form by induction. Going from \(n\) to \(n+1\) changes the right side by \(\frac1{n+1}+\frac1{n+2}-\frac4{2n+3}\), which is \(w_{n+1}\) by the same partial fractions. Three uses of `harmonic_succ` expose the new terms, and `field_simp` with `ring` compares them.

For the limit, \(H_n-\ln n\) tends to Euler's constant, and so does the same expression taken at \(2n\). Hence

\[
H_{2n}-H_n=(H_{2n}-\ln 2n)-(H_n-\ln n)+\ln2\;\longrightarrow\;\ln 2 .
\]

The two fractions in \(S_L\) vanish in the limit, so

\[
\sum_{l\ge1}w_l=3-4\ln2\approx0.2274 .
\]

```lean
/-- The partial-wave weights over all `l ≥ 1` sum to `3 - 4 ln 2`. -/
theorem hasSum_weight : HasSum (fun k : ℕ => weight (k + 1)) (3 - 4 * Real.log 2) := by
  have hm : Tendsto (fun n : ℕ => 2 * n) atTop atTop :=
    tendsto_atTop_mono (fun n => by show n ≤ 2 * n; omega) tendsto_id
  have hv := tendsto_one_div_add_atTop_nhds_zero_nat (𝕜 := ℝ)
  -- the harmonic numbers of `2n` and `n` differ by `ln 2` in the limit
  have hd : Tendsto (fun n : ℕ => (harmonic (2 * n) : ℝ) - (harmonic n : ℝ)) atTop
      (𝓝 (Real.log 2)) := by
    have h := Real.tendsto_harmonic_sub_log
    have h3 := ((h.comp hm).sub h).add_const (Real.log 2)
    rw [sub_self, zero_add] at h3
    refine h3.congr' ?_
    filter_upwards [eventually_gt_atTop 0] with n hn
    simp only [Function.comp_apply]
    push_cast
    rw [Real.log_mul two_ne_zero (Nat.cast_ne_zero.mpr hn.ne')]
    ring
  rw [hasSum_iff_tendsto_nat_of_nonneg (fun k => by unfold weight; positivity)]
  have h := (((hd.const_mul 4).const_sub 3).add hv).sub ((hv.comp hm).const_mul 4)
  rw [mul_zero, sub_zero, add_zero] at h
  refine h.congr fun n => ?_
  rw [sum_weight]
  simp only [Function.comp_apply]
  push_cast
  ring
```

The step `hd` is the harmonic-number limit. `HasSum` means convergence to the stated value irrespective of the order of summation; since the weights are non-negative, the limit of the partial sums is enough.

Splitting the full sum at \(L\) gives the tail:

\[
r_L=3-4\ln2-S_L .
\]

```lean
/-- The remainder beyond `L` is the full sum `3 - 4 ln 2` less the first `L` weights. -/
theorem remainder_eq (L : ℕ) :
    remainder L = 3 - 4 * Real.log 2 - ∑ k ∈ range L, weight (k + 1) := by
  have h : ∑ k ∈ range L, weight (k + 1) + ∑' k : ℕ, weight (k + L + 1)
      = ∑' k : ℕ, weight (k + 1) := hasSum_weight.summable.sum_add_tsum_nat_add L
  rw [hasSum_weight.tsum_eq] at h
  unfold remainder
  linarith
```

## Bounds on the missing waves

Write \(x=L+1\) and set

\[
a(x)=\frac{2}{8x^2+1},\qquad b(x)=\frac1{4x^2}.
\]

The claim is \(a(L+1)\le r_L\le b(L+1)\) for every \(L\ge0\). The next weight after \(S_L\) is \(w_x=1/(x(x+1)(2x+1))\), and it is compared with the drop in each estimate as \(x\) goes to \(x+1\).

For the upper estimate,

\[
b(x)-b(x+1)-w_x=\frac{2x+1}{4x^2(x+1)^2}-w_x
=\frac{(2x+1)^2-4x(x+1)}{4x^2(x+1)^2(2x+1)}
=\frac{1}{4x^2(x+1)^2(2x+1)}>0 .
\]

So \(S_L+b(L+1)\) decreases with \(L\). Because \(b\to0\), its limit is the full sum, and every member of the sequence lies at or above that limit. This is \(r_L\le b(L+1)\).

For the lower estimate,

\[
a(x)-a(x+1)=\frac{16(2x+1)}{(8x^2+1)(8(x+1)^2+1)} .
\]

With \(p=x(x+1)\), the product in the denominator is \(64p^2+16p+9\), while \(16p(2x+1)^2=16p(4p+1)=64p^2+16p\). The difference is 9, so

\[
w_x+a(x+1)-a(x)=\frac{9}{x(x+1)(2x+1)(8x^2+1)(8(x+1)^2+1)}>0 .
\]

Now \(S_L+a(L+1)\) increases towards the full sum, which gives \(a(L+1)\le r_L\).

```lean
/-- Two-sided bound on the partial-wave remainder, valid for every cutoff `L`. -/
theorem remainder_bounds (L : ℕ) :
    2 / (8 * ((L : ℝ) + 1) ^ 2 + 1) ≤ remainder L ∧
      remainder L ≤ 1 / (4 * ((L : ℝ) + 1) ^ 2) := by
  have hv := tendsto_one_div_add_atTop_nhds_zero_nat (𝕜 := ℝ)
  have hS := hasSum_weight.tendsto_sum_nat
  have hlo : Tendsto (fun n : ℕ => 2 / (8 * ((n : ℝ) + 1) ^ 2 + 1)) atTop (𝓝 0) := by
    refine squeeze_zero (fun n => by positivity) (fun n => ?_) hv
    rw [div_le_div_iff₀ (by positivity) (by positivity)]
    nlinarith [sq_nonneg ((n : ℝ) + 1), Nat.cast_nonneg (α := ℝ) n]
  have hhi : Tendsto (fun n : ℕ => 1 / (4 * ((n : ℝ) + 1) ^ 2)) atTop (𝓝 0) := by
    refine squeeze_zero (fun n => by positivity) (fun n => ?_) hv
    rw [div_le_div_iff₀ (by positivity) (by positivity)]
    nlinarith [sq_nonneg ((n : ℝ) + 1), Nat.cast_nonneg (α := ℝ) n]
  rw [remainder_eq]
  constructor
  · -- partial sums plus the lower estimate increase towards the full sum
    have hmono : Monotone (fun n : ℕ => ∑ k ∈ range n, weight (k + 1)
        + 2 / (8 * ((n : ℝ) + 1) ^ 2 + 1)) := by
      refine monotone_nat_of_le_succ fun n => ?_
      rw [sum_range_succ]
      simp only [weight]
      push_cast
      have hx : (0 : ℝ) < (n : ℝ) + 1 := by positivity
      generalize (n : ℝ) + 1 = x at hx ⊢
      have key : 1 / (x * (x + 1) * (2 * x + 1)) + 2 / (8 * (x + 1) ^ 2 + 1)
          - 2 / (8 * x ^ 2 + 1)
          = 9 / (x * (x + 1) * (2 * x + 1) * (8 * x ^ 2 + 1) * (8 * (x + 1) ^ 2 + 1)) := by
        field_simp
        ring
      have hp : 0 ≤ 9 / (x * (x + 1) * (2 * x + 1) * (8 * x ^ 2 + 1)
          * (8 * (x + 1) ^ 2 + 1)) := by positivity
      linarith
    have h := hmono.ge_of_tendsto (by simpa only [add_zero] using hS.add hlo) L
    linarith
  · -- partial sums plus the upper estimate decrease towards the full sum
    have hanti : Antitone (fun n : ℕ => ∑ k ∈ range n, weight (k + 1)
        + 1 / (4 * ((n : ℝ) + 1) ^ 2)) := by
      refine antitone_nat_of_succ_le fun n => ?_
      rw [sum_range_succ]
      simp only [weight]
      push_cast
      have hx : (0 : ℝ) < (n : ℝ) + 1 := by positivity
      generalize (n : ℝ) + 1 = x at hx ⊢
      have key : 1 / (4 * x ^ 2) - 1 / (4 * (x + 1) ^ 2) - 1 / (x * (x + 1) * (2 * x + 1))
          = 1 / (4 * x ^ 2 * (x + 1) ^ 2 * (2 * x + 1)) := by
        field_simp
        ring
      have hp : 0 ≤ 1 / (4 * x ^ 2 * (x + 1) ^ 2 * (2 * x + 1)) := by positivity
      linarith
    have h := hanti.le_of_tendsto (by simpa only [add_zero] using hS.add hhi) L
    linarith
```

The two identities are the statements called `key`. `hlo` and `hhi` show that the estimates vanish at large cutoff, by comparison with \(1/(n+1)\). The monotone sequences are `hmono` and `hanti`, and the final `linarith` in each half rearranges the comparison with the limit.

To obtain the leading error, let \(u=1/(L+1)\), so that \(L/(L+1)=1-u\). Multiplying the bounds by \(L^2\) gives

\[
\frac{2(1-u)^2}{8+u^2}\;\le\;L^2r_L\;\le\;\frac{(1-u)^2}{4}.
\]

As \(L\to\infty\), \(u\to0\) and both outer expressions tend to \(1/4\). Hence \(L^2r_L\to1/4\).

```lean
/-- `L ^ 2` times the partial-wave remainder beyond `L` tends to `1 / 4`. -/
theorem tendsto_sq_mul_remainder :
    Tendsto (fun L : ℕ => (L : ℝ) ^ 2 * remainder L) atTop (𝓝 (1 / 4)) := by
  have hv := tendsto_one_div_add_atTop_nhds_zero_nat (𝕜 := ℝ)
  have h1 := hv.const_sub (1 : ℝ)
  rw [sub_zero] at h1
  have lo := ((h1.pow 2).const_mul 2).div ((hv.pow 2).const_add 8) (by norm_num)
  have hi := (h1.pow 2).div_const 4
  rw [show (2 * 1 ^ 2 / (8 + 0 ^ 2) : ℝ) = 1 / 4 by norm_num] at lo
  rw [one_pow] at hi
  have e1 : ∀ L : ℕ, 1 - 1 / ((L : ℝ) + 1) = L / ((L : ℝ) + 1) := fun L => by
    have hx : (L : ℝ) + 1 ≠ 0 := by positivity
    rw [eq_div_iff hx, sub_mul, one_div, inv_mul_cancel₀ hx]
    ring
  refine tendsto_of_tendsto_of_tendsto_of_le_of_le lo hi (fun L => ?_) (fun L => ?_)
  · have e : 2 * (1 - 1 / ((L : ℝ) + 1)) ^ 2 / (8 + (1 / ((L : ℝ) + 1)) ^ 2)
        = (L : ℝ) ^ 2 * (2 / (8 * ((L : ℝ) + 1) ^ 2 + 1)) := by
      rw [e1]
      field_simp
    exact e.trans_le (mul_le_mul_of_nonneg_left (remainder_bounds L).1 (sq_nonneg _))
  · have e : (L : ℝ) ^ 2 * (1 / (4 * ((L : ℝ) + 1) ^ 2))
        = (1 - 1 / ((L : ℝ) + 1)) ^ 2 / 4 := by
      rw [e1]
      field_simp
    exact (mul_le_mul_of_nonneg_left (remainder_bounds L).2 (sq_nonneg _)).trans_eq e
```

Here `lo` and `hi` are the limits of the outer expressions, `e1` is the identity \(1-u=L/(L+1)\), and the last `refine` applies the squeeze.

## The energy and its extrapolation

Since each shell contributes \(-w_l\), the truncated energy is \(E_L=-S_L\), and

\[
E_L-(4\ln2-3)=3-4\ln2-S_L=r_L .
\]

The error is positive: truncation leaves the second-order energy too high.

```lean
/-- The error of the truncated second-order energy is the partial-wave remainder. -/
theorem truncation_error {R : ℝ} (hR : R ≠ 0) (L : ℕ) :
    truncatedEnergy R L - (4 * Real.log 2 - 3) = remainder L := by
  rw [remainder_eq, truncatedEnergy, sum_congr rfl fun k _ => shellEnergy_succ hR k,
    sum_neg_distrib]
  ring
```

Changing the sign of the full sum gives the second-order energy, and inserting the error into the limit for \(r_L\) gives its rate:

\[
\sum_{l\ge1}\left(-\frac{V_l^2}{\Delta_l}\right)=4\ln2-3\approx-0.2274,\qquad
L^2\bigl(E_L-(4\ln2-3)\bigr)\to\frac14 .
\]

The theorem states both for every \(R\ne0\). It concerns the second-order term only, not the exact energy of the interacting pair.

```lean
/-- The second-order energy of two electrons on a sphere is `4 ln 2 - 3` for every radius, and
`L ^ 2` times the error of stopping at partial wave `L` tends to `1 / 4`. -/
theorem secondOrderEnergy {R : ℝ} (hR : R ≠ 0) :
    HasSum (fun k : ℕ => shellEnergy R (k + 1)) (4 * Real.log 2 - 3) ∧
      Tendsto (fun L : ℕ => (L : ℝ) ^ 2 * (truncatedEnergy R L - (4 * Real.log 2 - 3)))
        atTop (𝓝 (1 / 4)) := by
  constructor
  · have h := hasSum_weight.neg
    rw [neg_sub] at h
    simpa only [shellEnergy_succ hR] using h
  · simpa only [truncation_error hR] using tendsto_sq_mul_remainder
```

Both halves rewrite the energy statements into the corresponding ones about weights, through `shellEnergy_succ` and `truncation_error`.

The upper bound \(b(L+1)\) also serves as a correction for the missing waves. After it is subtracted from \(E_L\), the remaining error is \(r_L-b(x)\), again with \(x=L+1\). It lies between \(a(x)-b(x)\) and 0, and

\[
b(x)-a(x)=\frac{1}{4x^2(8x^2+1)}\le\frac1{32x^4}.
\]

Therefore

\[
\left|E_L-\frac1{4(L+1)^2}-(4\ln2-3)\right|\le\frac{1}{32(L+1)^4}.
\]

At \(L=9\) the uncorrected error is between 0.00249 and 0.0025 hartree, while the corrected energy is within \(3.2\times10^{-6}\) hartree of the second-order value. The bound assumes exact shell contributions; any numerical error in them would have to be added.

```lean
/-- Subtracting `1 / (4 (L + 1) ^ 2)` from the truncated energy gives the second-order energy
to within `1 / (32 (L + 1) ^ 4)`. -/
theorem extrapolation_error {R : ℝ} (hR : R ≠ 0) (L : ℕ) :
    |truncatedEnergy R L - 1 / (4 * ((L : ℝ) + 1) ^ 2) - (4 * Real.log 2 - 3)|
      ≤ 1 / (32 * ((L : ℝ) + 1) ^ 4) := by
  have he := truncation_error hR L
  obtain ⟨hlo, hhi⟩ := remainder_bounds L
  have hx : (0 : ℝ) < (L : ℝ) + 1 := by positivity
  generalize (L : ℝ) + 1 = x at hx hlo hhi ⊢
  -- the gap between the two bounds is of fourth order
  have key : 2 / (8 * x ^ 2 + 1) - 1 / (4 * x ^ 2) + 1 / (32 * x ^ 4)
      = 1 / (32 * x ^ 4 * (8 * x ^ 2 + 1)) := by
    field_simp
    ring
  have hp : 0 ≤ 1 / (32 * x ^ 4 * (8 * x ^ 2 + 1)) := by positivity
  have hq : 0 ≤ 1 / (32 * x ^ 4) := by positivity
  rw [abs_le]
  constructor <;> linarith

end

end ElectronsOnSphere
```

In this proof `key` expresses the distance between the two bounds as \(1/(32x^4)\) minus a positive term. `abs_le` then splits the absolute value into two inequalities, which follow from `remainder_bounds`.

```lean
#print axioms ElectronsOnSphere.secondOrderEnergy
#print axioms ElectronsOnSphere.extrapolation_error
```

```
'ElectronsOnSphere.secondOrderEnergy' depends on axioms: [propext, Classical.choice, Quot.sound]
'ElectronsOnSphere.extrapolation_error' depends on axioms: [propext, Classical.choice, Quot.sound]
```
